# The Sternheimer equation at a simple level has one solution, orthogonal to the state, for every nonzero projector shift

The linear system for the first-order change of a quantum state has a singular matrix. A direct solver may fail on it or return a vector containing an arbitrary amount of the unperturbed state, and two correct programs can then disagree.

To see where the singularity comes from, let a Hermitian matrix \(H(\lambda)\) have a normalised eigenvector \(u(\lambda)\) with eigenvalue \(E(\lambda)\), all differentiable in the parameter \(\lambda\). Write \(V=dH/d\lambda\), and let a prime denote the derivative of \(u\) or \(E\). Differentiating \(Hu=Eu\) gives

\[
(H-E)u'=-(V-E')u .
\]

Multiplying from the left by \(u^\dagger\) removes the left side, so \(E'=u^\dagger Vu\). With \(P=uu^\dagger\) the equation becomes

\[
(H-E)u'=-(1-P)Vu .
\]

Since \((H-E)u=0\), any multiple of \(u\) can be added to \(u'\). Part of this freedom is the phase of the state: replacing \(u(\lambda)\) by \(e^{i\varphi(\lambda)}u(\lambda)\), with the real phase \(\varphi\) zero at the point considered, adds \(i\varphi'u\) to the derivative. The parallel gauge fixes the choice by requiring \(u^\dagger u'=0\).

If \(E\) is a simple eigenvalue, adding \(aP\) to the matrix, with \(a\) a nonzero number, removes the singularity. The shifted equation then has exactly one solution, which lies in the parallel gauge and is the same for every such \(a\).

## States, projector and shifted operator

States are complex vectors over a finite index type `n`, in other words coefficient vectors in a finite orthonormal basis.

In Lean 4 with Mathlib:

```lean
import Mathlib

open Matrix

namespace SternheimerParallelGauge

noncomputable section

variable {n : Type*} [Fintype n] [DecidableEq n]
```

The inner product \(u^\dagger x=\sum_i \overline{u_i}\,x_i\) is written `star u ⬝ᵥ x`, and a matrix acts on a vector through `*ᵥ`. The matrix \(P\) has entries \(P_{ij}=u_i\overline{u_j}\). It is a projector when \(u\) has unit length, which the theorems assume where they need it.

```lean
/-- The projector `P = u u†` onto the state `u` (for a unit vector `u`). -/
def proj (u : n → ℂ) : Matrix n n ℂ := vecMulVec u (star u)
```

The operator to be inverted is

\[
S_a=H-E+aP .
\]

The energy `E` is a real number by its type, while the shift `a` may be complex.

```lean
/-- The shifted Sternheimer operator `H - E + a P`. -/
def shifted (H : Matrix n n ℂ) (E : ℝ) (u : n → ℂ) (a : ℂ) : Matrix n n ℂ :=
  H - (E : ℂ) • (1 : Matrix n n ℂ) + a • proj u
```

The right-hand side is \(b=-(1-P)Vu\). Here `V` is an arbitrary matrix, not necessarily Hermitian.

```lean
/-- The projected source `-(1 - P) V u` of the Sternheimer equation. -/
def source (V : Matrix n n ℂ) (u : n → ℂ) : n → ℂ :=
  -((1 - proj u) *ᵥ (V *ᵥ u))
```

The level is simple when the equation \(Hx=Ex\) has no solutions other than multiples of \(u\). Physically, no second independent state shares the energy \(E\). That \(u\) is itself an eigenvector is a separate hypothesis, `hE`.

```lean
/-- The level `E` is simple: every solution of `H x = E x` is a multiple of `u`. -/
def IsSimpleLevel (H : Matrix n n ℂ) (E : ℝ) (u : n → ℂ) : Prop :=
  ∀ x : n → ℂ, H *ᵥ x = (E : ℂ) • x → ∃ c : ℂ, x = c • u
```

## Action on a vector

The outer product measures the overlap with \(u\) and returns that multiple of \(u\):

\[
(Px)_i=\sum_j u_i\overline{u_j}x_j=(u^\dagger x)\,u_i .
\]

The proof compares components and matches the two sums term by term.

```lean
omit [DecidableEq n] in
/-- The projector acts as `P x = ⟨u, x⟩ u`. -/
theorem proj_mulVec (u x : n → ℂ) : proj u *ᵥ x = (star u ⬝ᵥ x) • u := by
  ext i
  simp only [proj, Matrix.mulVec, dotProduct, vecMulVec_apply, Pi.smul_apply,
    smul_eq_mul, Finset.sum_mul]
  apply Finset.sum_congr rfl
  intro j _
  ring
```

Consequently

\[
S_ax=Hx-Ex+a(u^\dagger x)u ,
\]

and the later proofs use this expression in place of the matrix.

```lean
/-- The shifted operator acts as `H x - E x + a ⟨u, x⟩ u`. -/
theorem shifted_mulVec (H : Matrix n n ℂ) (E : ℝ) (u : n → ℂ) (a : ℂ) (x : n → ℂ) :
    shifted H E u a *ᵥ x = H *ᵥ x - (E : ℂ) • x + (a * (star u ⬝ᵥ x)) • u := by
  simp only [shifted, Matrix.add_mulVec, Matrix.sub_mulVec, Matrix.smul_mulVec,
    Matrix.one_mulVec, proj_mulVec, smul_smul]
```

## The component along the state

Taking the adjoint of \(Hu=Eu\) gives \(u^\dagger H=Eu^\dagger\), because \(H\) is Hermitian and \(E\) is real. Therefore \(u^\dagger Hx=E\,u^\dagger x\), and with \(u^\dagger u=1\)

\[
u^\dagger S_ax=E\,u^\dagger x-E\,u^\dagger x+a(u^\dagger x)(u^\dagger u)=a\,u^\dagger x .
\]

The Hamiltonian drops out of this component, and only the shift acts on it. In the proof, `hl` is the left eigenvector equation and `hx` is its consequence for \(u^\dagger Hx\).

```lean
/-- The component along `u` of the shifted operator applied to `x` is `a ⟨u, x⟩`. -/
theorem overlap_shifted {H : Matrix n n ℂ} {E : ℝ} {u : n → ℂ} (hH : H.IsHermitian)
    (hu : star u ⬝ᵥ u = 1) (hE : H *ᵥ u = (E : ℂ) • u) (a : ℂ) (x : n → ℂ) :
    star u ⬝ᵥ (shifted H E u a *ᵥ x) = a * (star u ⬝ᵥ x) := by
  -- Hermiticity turns `u†` into a left eigenvector
  have hl : star u ᵥ* H = (E : ℂ) • star u := by
    have h := congrArg star hE
    rw [Matrix.star_mulVec, hH.eq, star_smul, Complex.star_def, Complex.conj_ofReal] at h
    exact h
  have hx : star u ⬝ᵥ (H *ᵥ x) = (E : ℂ) * (star u ⬝ᵥ x) := by
    rw [Matrix.dotProduct_mulVec, hl, smul_dotProduct, smul_eq_mul]
  rw [shifted_mulVec, dotProduct_add, dotProduct_sub, dotProduct_smul, dotProduct_smul,
    hx, hu]
  simp only [smul_eq_mul]
  ring
```

## When the shifted matrix is nonsingular

For a Hermitian \(H\) with a normalised eigenvector \(u\) of energy \(E\), the matrix \(S_a\) is nonsingular exactly when \(a\ne0\) and the level is simple.

Suppose first that \(S_a\) is nonsingular. Since \(S_au=au\) and \(u\ne0\), the shift cannot vanish. If \(Hx=Ex\), then

\[
S_ax=a(u^\dagger x)u=S_a\bigl((u^\dagger x)u\bigr),
\]

so \(x-(u^\dagger x)u\) is sent to zero and must itself be zero. Thus \(x\) is a multiple of \(u\).

Conversely, let \(a\ne0\), let the level be simple, and suppose \(S_av=0\). The component along \(u\) gives \(a\,u^\dagger v=0\), hence \(u^\dagger v=0\). The shift term then vanishes, leaving \(Hv=Ev\). Simplicity gives \(v=cu\) for some number \(c\), and \(0=u^\dagger v=c\) forces \(v=0\).

The code expresses nonsingularity as a nonzero determinant. The Mathlib lemma `Matrix.exists_mulVec_eq_zero_iff` translates between a zero determinant and a nonzero vector in the kernel, after which the two halves follow the argument above.

```lean
/-- The shifted operator is nonsingular exactly when the shift is nonzero and the level
is simple. -/
theorem det_shifted_ne_zero_iff {H : Matrix n n ℂ} {E : ℝ} {u : n → ℂ}
    (hH : H.IsHermitian) (hu : star u ⬝ᵥ u = 1) (hE : H *ᵥ u = (E : ℂ) • u) (a : ℂ) :
    (shifted H E u a).det ≠ 0 ↔ a ≠ 0 ∧ IsSimpleLevel H E u := by
  have hself : shifted H E u a *ᵥ u = a • u := by
    rw [shifted_mulVec, hE, hu, sub_self, zero_add, mul_one]
  constructor
  · intro hdet
    have hker : ∀ y : n → ℂ, shifted H E u a *ᵥ y = 0 → y = 0 := by
      intro y hy
      by_contra hne
      exact hdet (Matrix.exists_mulVec_eq_zero_iff.mp ⟨y, hne, hy⟩)
    refine ⟨?_, ?_⟩
    · intro ha
      have h0 : u = 0 := hker u (by rw [hself, ha, zero_smul])
      rw [h0] at hu
      simp at hu
    · intro x hx
      -- the part of `x` orthogonal to `u` lies in the kernel
      refine ⟨star u ⬝ᵥ x, sub_eq_zero.mp (hker _ ?_)⟩
      rw [Matrix.mulVec_sub, Matrix.mulVec_smul, hself, shifted_mulVec, hx]
      module
  · rintro ⟨ha, hs⟩ hdet
    obtain ⟨v, hv, hv0⟩ := Matrix.exists_mulVec_eq_zero_iff.mpr hdet
    have ho := overlap_shifted hH hu hE a v
    rw [hv0, dotProduct_zero] at ho
    have hov : star u ⬝ᵥ v = 0 := (mul_eq_zero.mp ho.symm).resolve_left ha
    rw [shifted_mulVec, hov, mul_zero, zero_smul, add_zero] at hv0
    obtain ⟨c, hc⟩ := hs v (sub_eq_zero.mp hv0)
    rw [hc, dotProduct_smul, hu, smul_eq_mul, mul_one] at hov
    exact hv (by rw [hc, hov, zero_smul])
```

## One solution for all shifts

For a normalised \(u\), the projected source has no component along \(u\):

\[
u^\dagger b=-\bigl(u^\dagger Vu-(u^\dagger Vu)(u^\dagger u)\bigr)=0 .
\]

```lean
/-- The projected source is orthogonal to `u`. -/
theorem overlap_source {u : n → ℂ} (hu : star u ⬝ᵥ u = 1) (V : Matrix n n ℂ) :
    star u ⬝ᵥ source V u = 0 := by
  rw [source, Matrix.sub_mulVec, Matrix.one_mulVec, proj_mulVec, dotProduct_neg,
    dotProduct_sub, dotProduct_smul, hu, smul_eq_mul, mul_one, sub_self, neg_zero]
```

Now solve the equation once, at \(a=1\), and call the solution \(d\). It exists because \(S_1\) is nonsingular. Comparing components along \(u\),

\[
u^\dagger d=u^\dagger S_1d=u^\dagger b=0 ,
\]

so \(d\) is in the parallel gauge. The term \(a(u^\dagger d)u\) is then zero whatever the value of \(a\), and

\[
S_ad=Hd-Ed=S_1d=b .
\]

The same vector therefore solves every shifted equation. If \(x\) is another solution at some \(a\ne0\), then \(S_a(x-d)=0\), and nonsingularity gives \(x=d\).

The theorem assumes that `H` is Hermitian (`hH`), that `u` is normalised (`hu`) and an eigenvector with energy `E` (`hE`), and that the level is simple (`hs`). Its conclusion puts the vector `d` before the quantifier over `a`, so one `d` has to serve for all nonzero shifts. The equivalence `shifted H E u a *ᵥ x = source V u ↔ x = d` then says, read from right to left, that `d` is a solution and, read from left to right, that there is no other.

In the proof, `hod` is the orthogonality of \(d\), and `hda` is the equation at a general shift. The final case split proves the two directions of the equivalence.

```lean
/-- **Sternheimer equation in parallel gauge.** For a simple level there is a vector `d`
orthogonal to `u` which, for every nonzero shift `a`, is the one and only solution of
`(H - E + a P) x = -(1 - P) V u`. -/
theorem sternheimer_parallel_gauge {H : Matrix n n ℂ} {E : ℝ} {u : n → ℂ}
    (hH : H.IsHermitian) (hu : star u ⬝ᵥ u = 1) (hE : H *ᵥ u = (E : ℂ) • u)
    (hs : IsSimpleLevel H E u) (V : Matrix n n ℂ) :
    ∃ d : n → ℂ, star u ⬝ᵥ d = 0 ∧
      ∀ a : ℂ, a ≠ 0 → ∀ x : n → ℂ, shifted H E u a *ᵥ x = source V u ↔ x = d := by
  -- solve once, with shift one
  have h1 : IsUnit (shifted H E u 1).det :=
    isUnit_iff_ne_zero.mpr ((det_shifted_ne_zero_iff hH hu hE 1).mpr ⟨one_ne_zero, hs⟩)
  obtain ⟨d, hd⟩ : ∃ d : n → ℂ, shifted H E u 1 *ᵥ d = source V u :=
    ⟨(shifted H E u 1)⁻¹ *ᵥ source V u, by
      rw [Matrix.mulVec_mulVec, Matrix.mul_nonsing_inv _ h1, Matrix.one_mulVec]⟩
  have hod : star u ⬝ᵥ d = 0 := by
    have h := overlap_shifted hH hu hE 1 d
    rw [hd, overlap_source hu, one_mul] at h
    exact h.symm
  refine ⟨d, hod, fun a ha x => ?_⟩
  -- the shift does not act on `d`, so `d` solves the equation for every `a`
  have hda : shifted H E u a *ᵥ d = source V u := by
    rw [← hd, shifted_mulVec, shifted_mulVec, hod, mul_zero, mul_zero]
  constructor
  · intro hx
    by_contra hne
    refine (det_shifted_ne_zero_iff hH hu hE a).mpr ⟨ha, hs⟩
      (Matrix.exists_mulVec_eq_zero_iff.mp ⟨x - d, sub_ne_zero.mpr hne, ?_⟩)
    rw [Matrix.mulVec_sub, hx, hda, sub_self]
  · intro hx
    rw [hx, hda]
```

The theorem treats a single nondegenerate level of a finite matrix with a fixed `V`. At a degenerate level \(S_a\) stays singular; replacing \(P\) by the projector onto the whole eigenspace, in both the shift and the source, restores a unique solution. That solution has no component in the eigenspace, whereas the first-order change of the state may have one. A self-consistent calculation, in which the perturbation depends on the response, needs a further argument. Identifying \(d\) with the derivative of a smooth family of eigenvectors belongs to the motivation above and is not part of the theorem.

## Dropping the shift or the projection

Let \(d\) solve \(S_ad=b\). The component along \(u\) gives \(a\,u^\dagger d=0\), so the shift term vanishes and \((H-E)d=b\). For any number \(c\),

\[
(H-E)(d+cu)=(H-E)d+c(H-E)u=b .
\]

This is the ambiguity described at the start. The proof rewrites the equation for \(d\) without its shift term and uses \(Hu=Eu\) for the added part. Simplicity is not needed here, but the other assumptions on \(H\), \(u\) and \(E\) are kept.

```lean
/-- Without the shift, adding any multiple of `u` to a solution of the shifted equation
gives a solution of `(H - E) x = -(1 - P) V u`. -/
theorem unshifted_not_unique {H : Matrix n n ℂ} {E : ℝ} {u : n → ℂ}
    (hH : H.IsHermitian) (hu : star u ⬝ᵥ u = 1) (hE : H *ᵥ u = (E : ℂ) • u)
    (V : Matrix n n ℂ) {a : ℂ} {d : n → ℂ} (hd : shifted H E u a *ᵥ d = source V u)
    (c : ℂ) : H *ᵥ (d + c • u) - (E : ℂ) • (d + c • u) = source V u := by
  have ho := overlap_shifted hH hu hE a d
  rw [hd, overlap_source hu] at ho
  rw [shifted_mulVec, ← ho, zero_smul, add_zero] at hd
  rw [← hd, Matrix.mulVec_add, Matrix.mulVec_smul, hE]
  module
```

Omitting the projection has a different effect. For \(a\ne0\), \(S_au=au\) gives

\[
S_a\!\left(d-\frac{u^\dagger Vu}{a}u\right)
=-(1-P)Vu-(u^\dagger Vu)u=-Vu .
\]

The equation with source \(-Vu\) is thus solved by a vector with an extra component along \(u\), and this component depends on the shift unless \(u^\dagger Vu=0\). The proof evaluates the operator on the two terms separately, cancels \(a\), and expands the projected source. It uses neither Hermiticity nor simplicity. When both are assumed, nonsingularity makes this the only solution.

```lean
/-- If `a` is nonzero and `d` solves the shifted equation with the projected source, then `d - (⟨u,
V u⟩ / a) u` solves it with the unprojected source `-V u`. -/
theorem unprojected_source {H : Matrix n n ℂ} {E : ℝ} {u : n → ℂ}
    (hu : star u ⬝ᵥ u = 1) (hE : H *ᵥ u = (E : ℂ) • u) (V : Matrix n n ℂ)
    {a : ℂ} (ha : a ≠ 0) {d : n → ℂ} (hd : shifted H E u a *ᵥ d = source V u) :
    shifted H E u a *ᵥ (d - ((star u ⬝ᵥ (V *ᵥ u)) / a) • u) = -(V *ᵥ u) := by
  have hself : shifted H E u a *ᵥ u = a • u := by
    rw [shifted_mulVec, hE, hu, sub_self, zero_add, mul_one]
  rw [Matrix.mulVec_sub, Matrix.mulVec_smul, hself, hd, smul_smul, div_mul_cancel₀ _ ha,
    source, Matrix.sub_mulVec, Matrix.one_mulVec, proj_mulVec]
  module

end

end SternheimerParallelGauge
```

```lean
#print axioms SternheimerParallelGauge.sternheimer_parallel_gauge
#print axioms SternheimerParallelGauge.unshifted_not_unique
#print axioms SternheimerParallelGauge.unprojected_source
```

```
'SternheimerParallelGauge.sternheimer_parallel_gauge' depends on axioms: [propext, Classical.choice, Quot.sound]
'SternheimerParallelGauge.unshifted_not_unique' depends on axioms: [propext, Classical.choice, Quot.sound]
'SternheimerParallelGauge.unprojected_source' depends on axioms: [propext, Classical.choice, Quot.sound]
```

## A two-state example

Take

\[
H=\begin{pmatrix}0&1\\1&0\end{pmatrix},\qquad
E=-1,\qquad
u=\frac1{\sqrt2}\begin{pmatrix}1\\-1\end{pmatrix},\qquad
V=\begin{pmatrix}1&0\\0&0\end{pmatrix}.
\]

The other eigenvalue is \(+1\), so the level is simple. Here \(u^\dagger Vu=\tfrac12\), and the source is

\[
b=-\left(Vu-\tfrac12u\right)=-\frac1{2\sqrt2}\begin{pmatrix}1\\1\end{pmatrix}.
\]

The shifted matrix is

\[
S_a=\begin{pmatrix}1+a/2&1-a/2\\1-a/2&1+a/2\end{pmatrix},
\qquad \det S_a=2a .
\]

It multiplies \((1,1)^T\) by 2 for every \(a\). Hence

\[
d=-\frac1{4\sqrt2}\begin{pmatrix}1\\1\end{pmatrix},
\]

which is orthogonal to \(u\) and does not contain \(a\).

With the unprojected source \(-Vu\), the solution is instead \(d-u/(2a)\). At \(a=1\) this equals \((-3,1)^T/(4\sqrt2)\), and at \(a=2\) it equals \((-2,0)^T/(4\sqrt2)\). The difference between the two vectors is a multiple of \(u\).

## The solve in a program

For a small dense matrix, with `H`, `V`, `u`, `E` and `a` given as NumPy arrays and numbers, the calculation is short:

```python
w = V @ u
b = -(w - u * np.vdot(u, w))
S = H - E * np.eye(len(u)) + a * np.outer(u, u.conj())
d = np.linalg.solve(S, b)
```

Two checks follow from the theorem: `np.vdot(u, d)` should vanish to rounding, and a second run with another moderate value of `a` should return the same `d`. A solution that changes by a multiple of `u`, exactly or nearly, points to a missing or inaccurate projection of the source, or to a `u` that is not an accurate eigenvector of `H`.

In a large basis the matrix \(P\) need not be stored. An iterative solver only needs the product \(S_ax\), which is computed as \(Hx-Ex+a(u^\dagger x)u\) at the cost of one inner product and one vector update beyond the application of \(H-E\). If \(u\) is a nondegenerate ground state and \(a\) is real and positive, \(S_a\) is positive definite, because its eigenvalues are \(a\) and the excitation energies from \(E\). The conjugate gradient method then applies. For an excited state, the negative energy differences remain, so \(S_a\) with positive \(a\) is indefinite, and a solver for indefinite Hermitian systems such as MINRES can be used.

The size of \(a\) has no influence on the exact answer, but it does affect the numerical one. If rounding leaves a component \(\varepsilon u\) in the source, the solution acquires \((\varepsilon/a)u\), so a very small shift amplifies the error. When there are other levels, a very large shift worsens the conditioning of the matrix. A value comparable to the energy differences \(|E_k-E|\), where \(E_k\) are the other eigenvalues, avoids making the shift itself the source of poor conditioning.

Density-functional perturbation theory uses the same device in a wider setting, commonly with a projector onto all occupied states of an insulator. The result here covers the one-state case for a fixed finite matrix.
